# The Magnetic Dipole Form Factor of a Finite Shell Model Peaks above 1 When Its $j_2$ Coefficient Exceeds 5/2

Let finitely many spherical shells have radii $r_k>0$ and weights $w_k>0$ with $\sum_k w_k=1$, and define the magnetic form factor in the dipole approximation, at momentum transfer $Q>0$, by $f(Q)=\sum_k w_k\,[\,j_0(Qr_k)+c\,j_2(Qr_k)\,]$, where $j_0(x)=\sin x/x$, $j_2(x)=(3/x^3-1/x)\sin x-3\cos x/x^2$ and $c$ is a real coefficient. If $c>5/2$, then $f$ has a global maximum above 1 on $Q>0$; if $0\le c\le 5/2$, it never exceeds 1 there.

```lean
import Mathlib

open Filter Topology
open Real (sin cos)

namespace MagneticFormFactor

noncomputable section

/-- Spherical Bessel function of order 0, for `x ≠ 0`. -/
def j0 (x : ℝ) : ℝ := sin x / x

/-- Spherical Bessel function of order 2, for `x ≠ 0`. -/
def j2 (x : ℝ) : ℝ := (3 / x ^ 3 - 1 / x) * sin x - 3 * cos x / x ^ 2

/-- Dipole form factor of shells with weights `w k` and radii `r k`, at momentum transfer `Q`,
for `Q ≠ 0` and nonzero radii. -/
def formFactor {ι : Type*} [Fintype ι] (w r : ι → ℝ) (c Q : ℝ) : ℝ :=
  ∑ k, w k * (j0 (Q * r k) + c * j2 (Q * r k))

/-- The Landé factor for spin `S`, orbital momentum `L` and total momentum `J > 0`. -/
def landeG (S L J : ℝ) : ℝ := 3 / 2 + (S * (S + 1) - L * (L + 1)) / (2 * (J * (J + 1)))

/-- The coefficient of `j2` in the dipole approximation, for `g ≠ 0`. -/
def dipoleCoeff (g : ℝ) : ℝ := (2 - g) / g

/-- L'Hôpital's rule against a power of `x` at the origin. -/
lemma tendsto_div_pow {f f' : ℝ → ℝ} (n : ℕ) {L M : ℝ} (hM : L = ((n : ℝ) + 1) * M)
    (hf : ∀ x, HasDerivAt f (f' x) x) (h0 : f 0 = 0)
    (h : Tendsto (fun x => f' x / x ^ n) (𝓝[≠] 0) (𝓝 L)) :
    Tendsto (fun x => f x / x ^ (n + 1)) (𝓝[≠] 0) (𝓝 M) := by
  have hn : (n : ℝ) + 1 ≠ 0 := by positivity
  refine HasDerivAt.lhopital_zero_nhdsNE (f' := f') (g' := fun x => ((n : ℝ) + 1) * x ^ n)
    (Eventually.of_forall hf)
    (Eventually.of_forall fun x => by simpa using hasDerivAt_pow (n + 1) x) ?_ ?_ ?_ ?_
  · filter_upwards [self_mem_nhdsWithin] with x hx
    exact mul_ne_zero hn (pow_ne_zero n hx)
  · have h1 := (hf 0).continuousAt.tendsto
    rw [h0] at h1
    exact h1.mono_left nhdsWithin_le_nhds
  · exact ((continuous_pow (n + 1)).tendsto' 0 0 (by simp)).mono_left nhdsWithin_le_nhds
  · have h1 := h.div_const ((n : ℝ) + 1)
    rw [hM, mul_div_cancel_left₀ _ hn] at h1
    refine h1.congr fun x => ?_
    rw [div_div, mul_comm (x ^ n)]

/-- At small argument `j0 x - 1` behaves as `-x²/6` and `j2 x` as `x²/15`. -/
theorem bessel_small : Tendsto (fun x => (j0 x - 1) / x ^ 2) (𝓝[≠] 0) (𝓝 (-1 / 6)) ∧
    Tendsto (fun x => j2 x / x ^ 2) (𝓝[≠] 0) (𝓝 (1 / 15)) := by
  have s : Tendsto (fun x => sin x / x ^ 1) (𝓝[≠] 0) (𝓝 1) := by
    refine tendsto_div_pow 0 (L := 1) (by norm_num) Real.hasDerivAt_sin Real.sin_zero ?_
    simpa using (Real.continuous_cos.tendsto' 0 1 Real.cos_zero).mono_left nhdsWithin_le_nhds
  constructor
  · have a : Tendsto (fun x => (cos x - 1) / x ^ 2) (𝓝[≠] 0) (𝓝 (-1 / 2)) :=
      tendsto_div_pow (f := fun x => cos x - 1) (f' := fun x => -sin x) 1 (L := -1)
        (by norm_num) (fun x => (Real.hasDerivAt_cos x).sub_const 1) (by simp)
        (s.neg.congr fun x => (neg_div _ _).symm)
    have b : Tendsto (fun x => (sin x - x) / x ^ 3) (𝓝[≠] 0) (𝓝 (-1 / 6)) :=
      tendsto_div_pow (f := fun x => sin x - x) (f' := fun x => cos x - 1) 2
        (by norm_num) (fun x => (Real.hasDerivAt_sin x).fun_sub (hasDerivAt_id' x)) (by simp) a
    refine b.congr' ?_
    filter_upwards [self_mem_nhdsWithin] with x hx
    have hx : x ≠ 0 := hx
    simp only [j0]
    field_simp
  · have a : Tendsto (fun x => (sin x - x * cos x) / x ^ 3) (𝓝[≠] 0) (𝓝 (1 / 3)) := by
      refine tendsto_div_pow (f := fun x => sin x - x * cos x) (f' := fun x => x * sin x) 2
        (L := 1) (by norm_num) (fun x => ?_) (by simp) (s.congr' ?_)
      · exact ((Real.hasDerivAt_sin x).fun_sub
          ((hasDerivAt_id' x).fun_mul (Real.hasDerivAt_cos x))).congr_deriv (by ring)
      · filter_upwards [self_mem_nhdsWithin] with x hx
        have hx : x ≠ 0 := hx
        field_simp
    have b : Tendsto (fun x => ((3 - x ^ 2) * sin x - 3 * x * cos x) / x ^ 5)
        (𝓝[≠] 0) (𝓝 (1 / 15)) := by
      refine tendsto_div_pow (f := fun x => (3 - x ^ 2) * sin x - 3 * x * cos x)
        (f' := fun x => x * (sin x - x * cos x)) 4 (L := 1 / 3) (by norm_num) (fun x => ?_)
        (by simp) (a.congr' ?_)
      · exact ((((hasDerivAt_pow 2 x).const_sub 3).fun_mul (Real.hasDerivAt_sin x)).fun_sub
          (((hasDerivAt_id' x).const_mul 3).fun_mul (Real.hasDerivAt_cos x))).congr_deriv
          (by push_cast; ring)
      · filter_upwards [self_mem_nhdsWithin] with x hx
        have hx : x ≠ 0 := hx
        field_simp
    refine b.congr' ?_
    filter_upwards [self_mem_nhdsWithin] with x hx
    have hx : x ≠ 0 := hx
    simp only [j2]
    field_simp

variable {ι : Type*} [Fintype ι] {w r : ι → ℝ} {c : ℝ}

/-- Small-`Q` law: for weights summing to 1 and positive radii, `(f - 1)/Q²` tends to `(c/15 - 1/6)
* ∑ k, w k * r k ^ 2` as `Q` tends to 0. -/
theorem formFactor_small (hw1 : ∑ k, w k = 1) (hr : ∀ k, 0 < r k) :
    Tendsto (fun Q => (formFactor w r c Q - 1) / Q ^ 2) (𝓝[≠] 0)
      (𝓝 ((c / 15 - 1 / 6) * ∑ k, w k * r k ^ 2)) := by
  have hk : ∀ k, Tendsto (fun Q => w k * r k ^ 2 * ((j0 (Q * r k) - 1) / (Q * r k) ^ 2
      + c * (j2 (Q * r k) / (Q * r k) ^ 2))) (𝓝[≠] 0)
      (𝓝 (w k * r k ^ 2 * (-1 / 6 + c * (1 / 15)))) := by
    intro k
    have hsc : Tendsto (fun Q : ℝ => Q * r k) (𝓝[≠] 0) (𝓝[≠] 0) := by
      refine tendsto_nhdsWithin_iff.2 ⟨?_, ?_⟩
      · have hc : Continuous fun Q : ℝ => Q * r k := by fun_prop
        exact (hc.tendsto' 0 0 (zero_mul _)).mono_left nhdsWithin_le_nhds
      · filter_upwards [self_mem_nhdsWithin] with Q hQ
        exact mul_ne_zero hQ (hr k).ne'
    exact ((bessel_small.1.comp hsc).add ((bessel_small.2.comp hsc).const_mul c)).const_mul _
  have hsum := tendsto_finsetSum Finset.univ fun k _ => hk k
  have hL : ∑ k, w k * r k ^ 2 * (-1 / 6 + c * (1 / 15))
      = (c / 15 - 1 / 6) * ∑ k, w k * r k ^ 2 := by
    rw [← Finset.sum_mul]; ring
  rw [hL] at hsum
  refine hsum.congr' ?_
  filter_upwards [self_mem_nhdsWithin] with Q hQ
  have hQ : Q ≠ 0 := hQ
  -- normalisation of the weights distributes the 1 over the shells
  have e : formFactor w r c Q - 1 = ∑ k, w k * (j0 (Q * r k) + c * j2 (Q * r k) - 1) := by
    simp only [formFactor, mul_sub, mul_one, Finset.sum_sub_distrib, hw1]
  rw [e, Finset.sum_div]
  refine Finset.sum_congr rfl fun k _ => ?_
  have hk0 := (hr k).ne'
  generalize j0 (Q * r k) = a
  generalize j2 (Q * r k) = b
  field_simp
  ring

/-- For positive radii the form factor tends to 0 as the momentum transfer tends to infinity. -/
theorem formFactor_atTop (hr : ∀ k, 0 < r k) :
    Tendsto (formFactor w r c) atTop (𝓝 0) := by
  have hb : ∀ g : ℝ → ℝ, (∀ x, |g x| ≤ 1) → Tendsto (fun x => g x / x) atTop (𝓝 0) := by
    intro g hg
    refine squeeze_zero_norm' ?_ tendsto_inv_atTop_zero
    filter_upwards [eventually_gt_atTop 0] with x hx
    rw [Real.norm_eq_abs, abs_div, abs_of_pos hx, ← one_div]
    exact div_le_div_of_nonneg_right (hg x) hx.le
  have hs := hb sin Real.abs_sin_le_one
  have hi : Tendsto (fun x : ℝ => x⁻¹) atTop (𝓝 0) := tendsto_inv_atTop_zero
  have h2 : Tendsto j2 atTop (𝓝 0) := by
    have h := (((hs.const_mul 3).mul (hi.mul hi)).sub hs).sub
      (((hb cos Real.abs_cos_le_one).const_mul 3).mul hi)
    simp only [mul_zero, sub_zero] at h
    refine h.congr fun x => ?_
    simp only [j2]
    ring
  have h0 : Tendsto j0 atTop (𝓝 0) := hs
  have hsum := tendsto_finsetSum Finset.univ fun k (_ : k ∈ Finset.univ) =>
    ((h0.comp (tendsto_id.atTop_mul_const (hr k))).add
      ((h2.comp (tendsto_id.atTop_mul_const (hr k))).const_mul c)).const_mul (w k)
  simp only [mul_zero, add_zero, Finset.sum_const_zero] at hsum
  exact hsum

/-- The form factor is continuous at every positive momentum transfer. -/
lemma continuousAt_formFactor (hr : ∀ k, 0 < r k) {Q : ℝ} (hQ : 0 < Q) :
    ContinuousAt (formFactor w r c) Q := by
  refine tendsto_finsetSum _ fun k _ => ?_
  have hk := hr k
  have h : ContinuousAt (fun Q => w k * (j0 (Q * r k) + c * j2 (Q * r k))) Q := by
    simp only [j0, j2]
    fun_prop (disch := positivity)
  exact h

/-- For `c > 5/2` the form factor attains a maximum over all `Q > 0`, with a value above 1. -/
theorem exists_peak (hw : ∀ k, 0 < w k) (hw1 : ∑ k, w k = 1) (hr : ∀ k, 0 < r k)
    (hc : 5 / 2 < c) : ∃ Q > 0, 1 < formFactor w r c Q ∧
      ∀ Q' > 0, formFactor w r c Q' ≤ formFactor w r c Q := by
  have hL : 0 < (c / 15 - 1 / 6) * ∑ k, w k * r k ^ 2 :=
    mul_pos (by linarith) (Finset.sum_pos (fun k _ => mul_pos (hw k) (pow_pos (hr k) 2))
      (Finset.nonempty_of_sum_ne_zero (by rw [hw1]; exact one_ne_zero)))
  have hs := (formFactor_small (c := c) hw1 hr).mono_left
    (nhdsWithin_mono 0 fun x (hx : x ∈ Set.Ioi (0 : ℝ)) => (Set.mem_Ioi.1 hx).ne')
  -- a point where the form factor exceeds 1
  obtain ⟨q, hq, hq0⟩ := ((hs.eventually_const_lt hL).and eventually_mem_nhdsWithin).exists
  have hq0 : 0 < q := hq0
  have hq1 : 1 < formFactor w r c q := by
    have h := mul_pos hq (pow_pos hq0 2)
    rw [div_mul_cancel₀ _ (pow_ne_zero 2 hq0.ne')] at h
    linarith
  -- the form factor tends to 1 at the origin
  have h1 : Tendsto (formFactor w r c) (𝓝[>] 0) (𝓝 1) := by
    have h := (hs.mul (((continuous_pow 2).tendsto' (0 : ℝ) 0 (by norm_num)).mono_left
      nhdsWithin_le_nhds)).add_const 1
    rw [mul_zero, zero_add] at h
    refine h.congr' ?_
    filter_upwards [self_mem_nhdsWithin] with Q hQ
    rw [div_mul_cancel₀ _ (pow_ne_zero 2 (Set.mem_Ioi.1 hQ).ne'), sub_add_cancel]
  obtain ⟨d, hd, hdq⟩ := mem_nhdsGT_iff_exists_Ioo_subset.1 (h1.eventually_lt_const hq1)
  obtain ⟨B, hB⟩ := eventually_atTop.1
    ((formFactor_atTop (w := w) (c := c) hr).eventually_lt_const one_pos)
  have ha : 0 < min d q := lt_min hd hq0
  -- a maximiser on the compact interval left over
  obtain ⟨x, hx, hmax⟩ := isCompact_Icc.exists_isMaxOn
    (⟨q, min_le_right d q, le_max_right B q⟩ : (Set.Icc (min d q) (max B q)).Nonempty)
    (fun Q hQ => (continuousAt_formFactor (w := w) (c := c) hr
      (ha.trans_le hQ.1)).continuousWithinAt)
  have hqx : formFactor w r c q ≤ formFactor w r c x :=
    hmax ⟨min_le_right d q, le_max_right B q⟩
  refine ⟨x, ha.trans_le hx.1, hq1.trans_le hqx, fun Q hQ => ?_⟩
  rcases lt_or_ge Q (min d q) with h | h
  · have h3 : formFactor w r c Q < formFactor w r c q := hdq ⟨hQ, h.trans_le (min_le_left d q)⟩
    exact h3.le.trans hqx
  rcases le_or_gt Q (max B q) with h' | h'
  · exact hmax ⟨h, h'⟩
  · have h3 := hB Q ((le_max_left B q).trans h'.le)
    linarith

/-- A function that vanishes at 0 and has nonnegative slope on `x > 0` is nonnegative there. -/
lemma nonneg_of_slope {f f' : ℝ → ℝ} (hf : ∀ x, HasDerivAt f (f' x) x) (h0 : f 0 = 0)
    (h' : ∀ x, 0 < x → 0 ≤ f' x) {x : ℝ} (hx : 0 < x) : 0 ≤ f x := by
  have hm : MonotoneOn f (Set.Ici 0) := monotoneOn_of_deriv_nonneg (convex_Ici 0)
    (fun y _ => (hf y).continuousAt.continuousWithinAt)
    (fun y _ => (hf y).differentiableAt.differentiableWithinAt)
    (fun y hy => by
      rw [interior_Ici] at hy
      rw [(hf y).deriv]
      exact h' y hy)
  have h := hm (Set.mem_Ici.2 le_rfl) (Set.mem_Ici.2 hx.le) hx.le
  rwa [h0] at h

/-- For `0 ≤ c ≤ 5/2` the form factor never exceeds 1 at `Q > 0`. -/
theorem formFactor_le_one (hw : ∀ k, 0 < w k) (hw1 : ∑ k, w k = 1) (hr : ∀ k, 0 < r k)
    (hc0 : 0 ≤ c) (hc : c ≤ 5 / 2) {Q : ℝ} (hQ : 0 < Q) : formFactor w r c Q ≤ 1 := by
  have hp : ∀ x, 0 < 2 + cos x := fun x => by linarith [Real.neg_one_le_cos x]
  -- the inequality 3 sin x ≤ x (2 + cos x)
  have cusa : ∀ x, 0 < x → 3 * sin x ≤ x * (2 + cos x) := by
    intro x hx
    have h := nonneg_of_slope (f := fun x => x / 3 - sin x / (2 + cos x))
      (f' := fun x => 1 / 3 - (cos x * (2 + cos x) - sin x * (-sin x)) / (2 + cos x) ^ 2)
      (fun x => ((hasDerivAt_id' x).div_const 3).fun_sub ((Real.hasDerivAt_sin x).fun_div
        ((Real.hasDerivAt_cos x).const_add 2) (hp x).ne')) (by simp)
      (fun x _ => by
        rw [sub_nonneg, div_le_div_iff₀ (pow_pos (hp x) 2) three_pos]
        nlinarith [Real.sin_sq_add_cos_sq x, sq_nonneg (1 - cos x)]) hx
    have h2 : sin x / (2 + cos x) ≤ x / 3 := sub_nonneg.1 h
    rw [div_le_div_iff₀ (hp x) three_pos] at h2
    linarith
  -- the borderline case c = 5/2
  have border : ∀ x, 0 < x → j0 x + 5 / 2 * j2 x ≤ 1 := by
    intro x hx
    have h := nonneg_of_slope
      (f := fun x => x ^ 3 - (15 / 2 - 3 / 2 * x ^ 2) * sin x + 15 / 2 * x * cos x)
      (f' := fun x => 3 / 2 * x * (x * (2 + cos x) - 3 * sin x))
      (fun x => (((hasDerivAt_pow 3 x).fun_sub
        ((((hasDerivAt_pow 2 x).const_mul (3 / 2)).const_sub (15 / 2)).fun_mul
          (Real.hasDerivAt_sin x))).fun_add (((hasDerivAt_id' x).const_mul (15 / 2)).fun_mul
          (Real.hasDerivAt_cos x))).congr_deriv (by push_cast; ring)) (by simp)
      (fun x hx => mul_nonneg (by positivity) (sub_nonneg.2 (cusa x hx))) hx
    have e : j0 x + 5 / 2 * j2 x
        = ((15 / 2 - 3 / 2 * x ^ 2) * sin x - 15 / 2 * x * cos x) / x ^ 3 := by
      simp only [j0, j2]
      field_simp
      ring
    rw [e, div_le_one (pow_pos hx 3)]
    linarith
  -- interpolation in c, shell by shell
  have shell : ∀ x, 0 < x → j0 x + c * j2 x ≤ 1 := by
    intro x hx
    have h0 : j0 x ≤ 1 := (div_le_one hx).2 (Real.sin_le hx.le)
    nlinarith [mul_nonneg (sub_nonneg.2 hc) (sub_nonneg.2 h0),
      mul_nonneg hc0 (sub_nonneg.2 (border x hx))]
  calc formFactor w r c Q ≤ ∑ k, w k * 1 := Finset.sum_le_sum fun k _ =>
        mul_le_mul_of_nonneg_left (shell _ (mul_pos hQ (hr k))) (hw k).le
    _ = 1 := by simp only [mul_one, hw1]

/-- For `c ≥ 0` the form factor exceeds 1 at some `Q > 0` exactly when `c > 5/2`. -/
theorem exceeds_one_iff (hw : ∀ k, 0 < w k) (hw1 : ∑ k, w k = 1) (hr : ∀ k, 0 < r k)
    (hc0 : 0 ≤ c) : (∃ Q > 0, 1 < formFactor w r c Q) ↔ 5 / 2 < c := by
  constructor
  · rintro ⟨Q, hQ, h⟩
    by_contra hc
    exact not_lt_of_ge (formFactor_le_one hw hw1 hr hc0 (not_lt.1 hc) hQ) h
  · intro hc
    obtain ⟨Q, hQ, h, _⟩ := exists_peak hw hw1 hr hc
    exact ⟨Q, hQ, h⟩

/-- For Sm3+ (`S = 5/2`, `L = 5`, `J = 5/2`) one has `g = 2/7` and `c = 6`, and the form factor
attains a maximum above 1 at some `Q > 0`. -/
theorem samarium_peak (hw : ∀ k, 0 < w k) (hw1 : ∑ k, w k = 1) (hr : ∀ k, 0 < r k) :
    landeG (5 / 2) 5 (5 / 2) = 2 / 7 ∧ dipoleCoeff (2 / 7) = 6 ∧
    ∃ Q > 0, 1 < formFactor w r (dipoleCoeff (2 / 7)) Q ∧ ∀ Q' > 0,
      formFactor w r (dipoleCoeff (2 / 7)) Q' ≤ formFactor w r (dipoleCoeff (2 / 7)) Q := by
  have h6 : dipoleCoeff (2 / 7) = 6 := by norm_num [dipoleCoeff]
  exact ⟨by norm_num [landeG], h6, exists_peak hw hw1 hr (by rw [h6]; norm_num)⟩

end

end MagneticFormFactor
```

```lean
#print axioms MagneticFormFactor.formFactor_le_one
-- 'MagneticFormFactor.formFactor_le_one' depends on axioms: [propext, Classical.choice, Quot.sound]
#print axioms MagneticFormFactor.exceeds_one_iff
-- 'MagneticFormFactor.exceeds_one_iff' depends on axioms: [propext, Classical.choice, Quot.sound]
#print axioms MagneticFormFactor.samarium_peak
-- 'MagneticFormFactor.samarium_peak' depends on axioms: [propext, Classical.choice, Quot.sound]
```

## Shells, coefficients and limits in the Lean statements

The shells stand in for the radial density of the electrons that carry the magnetic moment. The finite type `ι` labels them, `r k` is the radius of a shell and `w k` is the fraction of the density placed on it. `formFactor w r c Q` is $f(Q)$. The products $Qr_k$ are dimensionless.

- `formFactor_small` says that $(f(Q)-1)/Q^2\to(c/15-1/6)\sum_k w_kr_k^2$ as $Q\to0$. The filter `𝓝[≠] 0` leaves out $Q=0$, where Lean's division by zero would give $f=0$ instead of the physical value 1.
- `formFactor_atTop` says that $f(Q)\to0$ as $Q\to\infty$.
- `exists_peak` gives the global maximum for $c>5/2$. It does not say that the maximiser is unique, or where it lies.
- `exceeds_one_iff` says that, for $c\ge0$, $f$ exceeds 1 at some $Q>0$ exactly when $c>5/2$.
- `samarium_peak` applies `exists_peak` to Sm³⁺.

## An orbital moment larger than the total

In the dipole approximation for an ion with Landé factor $g$, the coefficient is $c=(2-g)/g$, which is `dipoleCoeff g`. It is the ratio of the orbital moment to the total moment, since the projections of $\mathbf L$ and $\mathbf L+2\mathbf S$ on $\mathbf J$ are proportional to $2-g$ and $g$. The function `landeG` takes the spin $g$-factor as 2.

For Sm³⁺, with $S=5/2$, $L=5$ and $J=5/2$,

$$g=\frac32+\frac{35/4-30}{2\cdot 35/4}=\frac27,\qquad c=\frac{12/7}{2/7}=6.$$

The orbital moment is six times the total, and the opposed spin moment cancels five sixths of it.

For magnetic neutron diffraction, this means that an amplitude which first rises with $Q$ can come from the ion itself, within a dipole model with finitely many shells. The dipole formula is taken as a definition and not derived from the scattering interaction. A continuous radial density, higher multipoles, crystal fields and mixing of $J$ levels are left out.

## The two limits of the form factor

L'Hôpital's rule, in the form `tendsto_div_pow`, gives in turn

$$\frac{\sin x}{x}\to1,\qquad \frac{\cos x-1}{x^2}\to-\frac12,\qquad \frac{j_0(x)-1}{x^2}=\frac{\sin x-x}{x^3}\to-\frac16.$$

For $j_2$, the derivative of $\sin x-x\cos x$ is $x\sin x$, so $(\sin x-x\cos x)/x^3\to1/3$. The numerator $x^3j_2(x)=(3-x^2)\sin x-3x\cos x$ has derivative $x(\sin x-x\cos x)$. One more use of the rule gives $j_2(x)/x^2\to\frac13\cdot\frac15=\frac1{15}$. These limits form `bessel_small`.

With $x_k=Qr_k$ and $\sum_k w_k=1$,

$$\frac{f(Q)-1}{Q^2}=\sum_k w_kr_k^2\left[\frac{j_0(x_k)-1}{x_k^2}+c\,\frac{j_2(x_k)}{x_k^2}\right],$$

and taking the limit shell by shell gives the small-$Q$ law. At large $x$, $|j_0|\le1/x$ and $|j_2|\le3/x^3+1/x+3/x^2$, so every term of $f$ tends to 0 as $Q\to\infty$.

## From a rise at small $Q$ to a global maximum

If $c>5/2$, the small-$Q$ limit is positive, so some $q>0$ has $f(q)>1$. Since $f\to1$ as $Q\to0^+$, there is a $d>0$ with $f<f(q)$ on $(0,d)$. Since $f\to0$ at infinity, there is a $B$ with $f<1$ for $Q\ge B$.

On the closed interval $[\min(d,q),\max(B,q)]$ the function is continuous (`continuousAt_formFactor`), so it attains a maximum there. That maximum is at least $f(q)>1$, and $f$ is smaller at every positive $Q$ outside the interval. The proof of `exists_peak` makes the same three-way split.

## Why 5/2 is the threshold

The bound for smaller $c$ starts from $h(x)=x/3-\sin x/(2+\cos x)$, which has $h(0)=0$ and

$$h'(x)=\frac13-\frac{1+2\cos x}{(2+\cos x)^2}=\frac{(1-\cos x)^2}{3(2+\cos x)^2}\ge0.$$

Hence $3\sin x\le x(2+\cos x)$ for $x>0$. Now let

$$F(x)=x^3\left[1-j_0(x)-\tfrac52j_2(x)\right]=x^3-\left(\tfrac{15}2-\tfrac32x^2\right)\sin x+\tfrac{15}2x\cos x.$$

The right-hand side vanishes at $x=0$, and its derivative is $F'(x)=\frac32x\,[x(2+\cos x)-3\sin x]\ge0$. So $j_0+\frac52j_2\le1$ for $x>0$. The lemma `nonneg_of_slope` carries out both passages from slope to sign.

For $0\le c\le5/2$, put $t=2c/5\in[0,1]$. Then

$$j_0+c\,j_2=(1-t)\,j_0+t\left(j_0+\tfrac52j_2\right)\le1,$$

because $\sin x\le x$ gives $j_0\le1$. In Lean, `nlinarith` performs this interpolation from two nonnegative products. Averaging over the shells gives $f\le1$, which is `formFactor_le_one`.

## One shell

The smallest case is a single shell of radius $R$ and weight 1. With $c=6$, the small-$Q$ law reads $(f-1)/Q^2\to\frac7{30}R^2$. At $QR=\pi$ one has $j_0=0$ and $j_2=3/\pi^2$, so $f=18/\pi^2\approx1.82$, already well above 1.
